# CI truncated at one pair excitation loses the correlation energy per molecule of independent molecule–photon cells

Take identical, mutually independent molecules, each coupled to its own photon mode. Put more and more of them into a CI calculation cut off at one molecule–photon pair excitation, and the correlation energy per molecule shrinks. Read as physics, this would say that the energy lowering each molecule owes to its coupling to light fades when distant molecules are added. The shrinkage comes from the truncation alone: the full energy per molecule stays fixed.

```lean
import Mathlib

open Filter Topology

namespace TruncatedQEDCI

noncomputable section
```

## Independent cells and their truncation

Each of $N$ cells holds one molecule and its own photon mode. A cell has two basis states: its reference state and a pair excitation, with the molecule excited and one photon present. An occupation pattern $s$ records which cells are excited, and $s^{(i)}$ is $s$ with cell $i$ switched.

```lean
/-- Switch the pair excitation of cell `i` on or off in the occupation pattern `s`. -/
def toggle {N : ℕ} (i : Fin N) (s : Fin N → Bool) : Fin N → Bool :=
  Function.update s i (!s i)
```

The pair costs $W>0$, the molecular excitation energy plus the photon energy. The real number $g$ is the counter-rotating coupling that creates or removes a pair. The model leaves out the rotating coupling, which would also link the pair state to a state with two photons; "full" below means full within this model. With $n_i(s)=1$ if cell $i$ is excited and $0$ otherwise,
$$(H\psi)(s)=\sum_i\left[W n_i(s)\,\psi(s)+g\,\psi(s^{(i)})\right].$$

```lean
/-- The full Hamiltonian of `N` independent molecule-photon cells: each excited cell costs `W`,
and the coupling `g` creates or removes the pair excitation of one cell. -/
def fullH (N : ℕ) (W g : ℝ) (ψ : (Fin N → Bool) → ℝ) (s : Fin N → Bool) : ℝ :=
  ∑ i, ((if s i then W else 0) * ψ s + g * ψ (toggle i s))
```

The truncation keeps the reference, index `0`, and the patterns with only cell $i$ excited, index `i.succ`.

```lean
/-- The configurations kept by the truncated CI: `0` is the reference, and `i.succ` has
only cell `i` excited. -/
def config {N : ℕ} (a : Fin (N + 1)) : Fin N → Bool := fun k => decide (k.succ = a)
```

On these $N+1$ configurations the matrix has diagonal $(0,W,\dots,W)$ and entries $g$ between the reference and each excitation.

```lean
/-- The truncated CI matrix: diagonal `(0, W, ..., W)`, entries `g` between the reference and
every excited configuration, zeros elsewhere. -/
def ciMatrix (N : ℕ) (W g : ℝ) : Matrix (Fin (N + 1)) (Fin (N + 1)) ℝ :=
  Matrix.of fun a b =>
    if a = 0 then (if b = 0 then 0 else g)
    else if b = 0 then g else if a = b then W else 0
```

A ground energy is the least $\mu$ with $Av=\mu v$ for some real $v\neq0$. It is easy to forget `v ≠ 0`: the zero vector solves the equation for every $\mu$, so no least value would exist. The reference has energy zero, so the ground energy is also the correlation energy, here purely molecule–photon.

```lean
/-- `E` is the ground energy of `A`: the least eigenvalue belonging to a nonzero real vector. -/
def IsGroundEnergy {ι : Type*} (A : (ι → ℝ) → (ι → ℝ)) (E : ℝ) : Prop :=
  IsLeast {μ : ℝ | ∃ v : ι → ℝ, v ≠ 0 ∧ A v = μ • v} E
```

The truncated energy will turn out to be
$$E_N=\tfrac12\left(W-\sqrt{W^2+4Ng^2}\right).$$

```lean
/-- The closed form `(W - √(W² + 4 N g²)) / 2`. -/
def ciEnergy (N : ℕ) (W g : ℝ) : ℝ := (W - √(W ^ 2 + 4 * N * g ^ 2)) / 2
```

Switching a cell twice restores the pattern.

```lean
/-- Toggling the same cell twice restores the occupation pattern. -/
theorem toggle_toggle {N : ℕ} (i : Fin N) (s : Fin N → Bool) :
    toggle i (toggle i s) = s := by
  simp [toggle]
```

The small matrix is a block of $H$. Applying $H$ to the indicator of configuration $b$ and reading off the value at $a$ gives the matrix element. One switch connects only the reference with a single excitation (`ht`), and the cases for $a$ and $b$ give the entries.

```lean
/-- The CI matrix is the block of the full Hamiltonian on the reference and the
configurations with one excited cell. -/
theorem ciMatrix_eq_block (N : ℕ) (W g : ℝ) (a b : Fin (N + 1)) :
    fullH N W g (fun t => if t = config b then 1 else 0) (config a) = ciMatrix N W g a b := by
  have hinj : config a = config b ↔ a = b := by
    refine ⟨fun h => ?_, fun h => by rw [h]⟩
    have h' : ∀ k : Fin N, k.succ = a ↔ k.succ = b := fun k => by
      simpa [config] using congrFun h k
    cases a using Fin.cases with
    | zero =>
      cases b using Fin.cases with
      | zero => rfl
      | succ j => exact ((h' j).2 rfl).symm
    | succ i => exact (h' i).1 rfl
  have h0 : ∀ k : Fin N, toggle k (config 0) = config k.succ := fun k => by
    funext j
    by_cases h : j = k
    · subst h
      simp [toggle, config]
    · simp [toggle, config, h]
  -- one toggle connects only the reference with a single excitation
  have ht : ∀ k : Fin N, toggle k (config a) = config b ↔
      (a = 0 ∧ k.succ = b) ∨ (k.succ = a ∧ b = 0) := fun k => by
    constructor
    · intro h
      have hk : ¬ (k.succ = a) ↔ k.succ = b := by
        have := congrFun h k
        by_cases h1 : k.succ = a <;> by_cases h2 : k.succ = b <;>
          simp_all [toggle, config]
      have hj : ∀ j : Fin N, j ≠ k → (j.succ = a ↔ j.succ = b) := fun j hne => by
        simpa [toggle, config, hne] using congrFun h j
      by_cases h1 : k.succ = a
      · refine Or.inr ⟨h1, ?_⟩
        cases b using Fin.cases with
        | zero => rfl
        | succ j =>
          have hne : j ≠ k := fun e => hk.2 (by rw [e]) h1
          exact absurd (Fin.succ_injective _ (((hj j hne).2 rfl).trans h1.symm)) hne
      · refine Or.inl ⟨?_, hk.1 h1⟩
        cases a using Fin.cases with
        | zero => rfl
        | succ j =>
          have hne : j ≠ k := fun e => h1 (by rw [e])
          exact absurd (Fin.succ_injective _ (((hj j hne).1 rfl).trans (hk.1 h1).symm)) hne
    · rintro (⟨rfl, rfl⟩ | ⟨rfl, rfl⟩)
      · exact h0 k
      · rw [← h0 k, toggle_toggle]
  simp only [fullH, hinj, ht]
  cases a using Fin.cases with
  | zero => cases b using Fin.cases <;> simp [ciMatrix, config, eq_comm]
  | succ i =>
    cases b using Fin.cases with
    | zero => simp [ciMatrix, config]
    | succ j => by_cases h : i = j <;> simp [ciMatrix, config, h]
```

## The truncated ground energy

Multiplying out,
$$E_N(E_N-W)=\tfrac14\left[(W^2+4Ng^2)-W^2\right]=Ng^2,$$
and $E_N\le0$ because the root is at least $W$.

```lean
/-- For `W > 0` the closed form is a nonpositive root of `E² - W E = N g²`. -/
theorem ciEnergy_root {W : ℝ} (hW : 0 < W) (N : ℕ) (g : ℝ) :
    ciEnergy N W g ^ 2 - W * ciEnergy N W g = N * g ^ 2 ∧ ciEnergy N W g ≤ 0 := by
  have hp : 0 ≤ 4 * (N : ℝ) * g ^ 2 := by positivity
  have hs := Real.sq_sqrt (show 0 ≤ W ^ 2 + 4 * (N : ℝ) * g ^ 2 by positivity)
  have hr : W ≤ √(W ^ 2 + 4 * (N : ℝ) * g ^ 2) :=
    (le_abs_self W).trans (Real.abs_le_sqrt (by linarith))
  unfold ciEnergy
  exact ⟨by linear_combination hs / 4, by linarith⟩
```

The vector with $c_0=W-E_N$ and $c_i=-g$ is an eigenvector: the first row gives $-Ng^2=E_N(W-E_N)$, the others $g(W-E_N)-Wg=-gE_N$. Normalisation divides it by $\sqrt{(W-E_N)^2+Ng^2}$.

Suppose an eigenvalue $\mu<E_N$ existed. Its equations are
$$g\sum_i c_i=\mu c_0,\qquad (\mu-W)c_i=gc_0.$$
If $c_0=0$, all amplitudes vanish. Otherwise eliminating the $c_i$ gives $\mu^2-W\mu=Ng^2$, hence $(\mu-E_N)(\mu+E_N-W)=0$. Both factors are negative, a contradiction, which `nlinarith` closes.

```lean
/-- For `W > 0` the ground energy of the truncated CI matrix is `(W - √(W² + 4 N g²)) / 2`. -/
theorem ciMatrix_ground {W : ℝ} (hW : 0 < W) (N : ℕ) (g : ℝ) :
    IsGroundEnergy (ciMatrix N W g).mulVec (ciEnergy N W g) := by
  obtain ⟨hq, hn⟩ := ciEnergy_root hW N g
  set E := ciEnergy N W g
  have m0 : ∀ v, (ciMatrix N W g).mulVec v 0 = g * ∑ j : Fin N, v j.succ := fun v => by
    simp [Matrix.mulVec, dotProduct, Fin.sum_univ_succ, ciMatrix, Finset.mul_sum]
  have ms : ∀ v (i : Fin N), (ciMatrix N W g).mulVec v i.succ = g * v 0 + W * v i.succ :=
    fun v i => by simp [Matrix.mulVec, dotProduct, Fin.sum_univ_succ, ciMatrix]
  refine ⟨⟨fun a => if a = 0 then W - E else -g, fun h => ?_, ?_⟩, ?_⟩
  · have := congrFun h 0
    simp only [↓reduceIte, Pi.zero_apply] at this
    linarith
  · funext a
    cases a using Fin.cases with
    | zero =>
      rw [m0]
      simp only [Fin.succ_ne_zero, ↓reduceIte, Finset.sum_const, Finset.card_univ,
        Fintype.card_fin, nsmul_eq_mul, Pi.smul_apply, smul_eq_mul]
      linear_combination hq
    | succ i =>
      rw [ms]
      simp only [Fin.succ_ne_zero, ↓reduceIte, Pi.smul_apply, smul_eq_mul]
      ring
  · rintro μ ⟨v, hv, h⟩
    by_contra hlt
    have hμ : μ < E := not_le.mp hlt
    have e0 : g * ∑ j : Fin N, v j.succ = μ * v 0 := by rw [← m0, h]; rfl
    have es : ∀ i : Fin N, (μ - W) * v i.succ = g * v 0 := fun i => by
      have : g * v 0 + W * v i.succ = μ * v i.succ := by rw [← ms, h]; rfl
      linarith
    have hv0 : v 0 ≠ 0 := fun hz => hv <| by
      funext a
      cases a using Fin.cases with
      | zero => exact hz
      | succ i =>
        have := es i
        rw [hz, mul_zero] at this
        exact (mul_eq_zero.mp this).resolve_left (by linarith)
    -- eliminate the excited amplitudes
    have hsum : (μ - W) * ∑ j : Fin N, v j.succ = N * (g * v 0) := by
      rw [Finset.mul_sum, Finset.sum_congr rfl fun i _ => es i]
      simp
    have hroot : μ ^ 2 - W * μ = N * g ^ 2 :=
      mul_right_cancel₀ hv0 (by linear_combination g * hsum - (μ - W) * e0)
    nlinarith [mul_pos_of_neg_of_neg (sub_neg.mpr hμ) (show μ + E - W < 0 by linarith)]
```

## The full ground energy

Write $e=E_1$. Let $x$ and $y$ be the amplitudes of two patterns that differ only in cell $i$, unexcited and excited. Since $e^2-We=g^2$,
$$(W-e)\left[Wy^2+2gxy-e(x^2+y^2)\right]=\left(gx+(W-e)y\right)^2\ge0.$$
As $W-e>0$, the bracket is nonnegative. Summing over pairs bounds the cell's energy below by $e\sum_s\psi(s)^2$; Lean sums over all patterns and so counts each pair twice.

```lean
/-- For `W > 0` the energy expectation of each single cell, in any state of all cells, is at
least the one-cell energy times the squared norm. -/
theorem cell_bound {W : ℝ} (hW : 0 < W) (g : ℝ) {N : ℕ} (i : Fin N)
    (ψ : (Fin N → Bool) → ℝ) :
    ciEnergy 1 W g * ∑ s, ψ s ^ 2 ≤
      ∑ s, ψ s * ((if s i then W else 0) * ψ s + g * ψ (toggle i s)) := by
  obtain ⟨hq, hn⟩ := ciEnergy_root hW 1 g
  set E := ciEnergy 1 W g
  rw [Nat.cast_one, one_mul] at hq
  have form : ∀ x y : ℝ, 0 ≤ W * y ^ 2 + 2 * g * x * y - E * (x ^ 2 + y ^ 2) := fun x y => by
    have key : (W - E) * (W * y ^ 2 + 2 * g * x * y - E * (x ^ 2 + y ^ 2)) =
        (g * x + (W - E) * y) ^ 2 := by linear_combination x ^ 2 * hq
    by_contra h
    have := mul_neg_of_pos_of_neg (show 0 < W - E by linarith) (not_le.mp h)
    linarith [sq_nonneg (g * x + (W - E) * y)]
  let F : (Fin N → Bool) → ℝ := fun s =>
    ψ s * ((if s i then W else 0) * ψ s + g * ψ (toggle i s)) - E * ψ s ^ 2
  -- pair each pattern with its toggled partner
  have hF : ∑ s, F (toggle i s) = ∑ s, F s :=
    Equiv.sum_comp (Function.Involutive.toPerm (toggle i) (toggle_toggle i)) F
  have hpair : 0 ≤ ∑ s, (F s + F (toggle i s)) := Finset.sum_nonneg fun s _ => by
    have ht : toggle i s i = !s i := by simp [toggle]
    simp only [F, toggle_toggle, ht]
    cases s i
    · simp only [Bool.not_false, Bool.false_eq_true, ↓reduceIte]
      linarith [form (ψ s) (ψ (toggle i s))]
    · simp only [Bool.not_true, Bool.false_eq_true, ↓reduceIte]
      linarith [form (ψ (toggle i s)) (ψ s)]
  rw [Finset.sum_add_distrib, hF] at hpair
  have hsplit : ∑ s, F s = ∑ s, ψ s * ((if s i then W else 0) * ψ s + g * ψ (toggle i s)) -
      E * ∑ s, ψ s ^ 2 := by
    simp only [F, Finset.sum_sub_distrib, Finset.mul_sum]
  linarith
```

The product state $\psi(s)=\prod_j u(s_j)$, with $u=W-e$ for an unexcited cell and $u=-g$ for an excited one, receives $e\,\psi(s)$ from every cell, so its energy is $Ne$. Each factor is normalised by $\sqrt{(W-e)^2+g^2}$. Conversely, for any eigenvector, adding the $N$ cell bounds gives $\mu\ge Ne$.

```lean
/-- For `W > 0` the ground energy of the full Hamiltonian is `N` times the one-cell energy. -/
theorem fullH_ground {W : ℝ} (hW : 0 < W) (N : ℕ) (g : ℝ) :
    IsGroundEnergy (fullH N W g) (N * ciEnergy 1 W g) := by
  obtain ⟨hq, hn⟩ := ciEnergy_root hW 1 g
  rw [Nat.cast_one, one_mul] at hq
  let u : Bool → ℝ := fun b => if b then -g else W - ciEnergy 1 W g
  refine ⟨⟨fun s => ∏ j, u (s j), fun h => ?_, ?_⟩, ?_⟩
  · have h1 := congrFun h fun _ => false
    have h2 : ∏ _j : Fin N, u false ≠ 0 := Finset.prod_ne_zero_iff.mpr fun _ _ => by
      simp only [u, Bool.false_eq_true, ↓reduceIte]
      linarith
    exact h2 h1
  · funext s
    -- every cell contributes the same energy to the product state
    have hi : ∀ i : Fin N, (if s i then W else 0) * ∏ j, u (s j) +
        g * ∏ j, u (toggle i s j) = ciEnergy 1 W g * ∏ j, u (s j) := fun i => by
      have hr : ∏ j ∈ Finset.univ.erase i, u (toggle i s j) =
          ∏ j ∈ Finset.univ.erase i, u (s j) := Finset.prod_congr rfl fun j hj => by
        simp [toggle, Finset.ne_of_mem_erase hj]
      have ht : toggle i s i = !s i := by simp [toggle]
      rw [← Finset.mul_prod_erase Finset.univ (fun j => u (s j)) (Finset.mem_univ i),
        ← Finset.mul_prod_erase Finset.univ (fun j => u (toggle i s j)) (Finset.mem_univ i),
        hr, ht]
      generalize ∏ j ∈ Finset.univ.erase i, u (s j) = P
      cases s i
      · simp only [u, Bool.not_false, Bool.false_eq_true, ↓reduceIte]
        linear_combination P * hq
      · simp only [u, Bool.not_true, Bool.false_eq_true, ↓reduceIte]
        ring
    simp only [fullH, hi, Finset.sum_const, Finset.card_univ, Fintype.card_fin,
      nsmul_eq_mul, Pi.smul_apply, smul_eq_mul]
    ring
  · rintro μ ⟨ψ, hψ, h⟩
    obtain ⟨s₀, hs₀⟩ := Function.ne_iff.mp hψ
    have hpos : 0 < ∑ s, ψ s ^ 2 := Finset.sum_pos' (fun _ _ => sq_nonneg _)
      ⟨s₀, Finset.mem_univ _, pow_pos_of_ne hs₀⟩
    have hsum : μ * ∑ s, ψ s ^ 2 =
        ∑ i, ∑ s, ψ s * ((if s i then W else 0) * ψ s + g * ψ (toggle i s)) := by
      rw [Finset.sum_comm, Finset.mul_sum]
      refine Finset.sum_congr rfl fun s _ => ?_
      have hs := congrFun h s
      simp only [fullH, Pi.smul_apply, smul_eq_mul] at hs
      rw [← Finset.mul_sum, hs]
      ring
    have hb := Finset.sum_le_sum fun i (_ : i ∈ Finset.univ) => cell_bound hW g i ψ
    rw [← hsum, Finset.sum_const, Finset.card_univ, Fintype.card_fin, nsmul_eq_mul] at hb
    exact le_of_mul_le_mul_right (by linarith) hpos
where
  pow_pos_of_ne {x : ℝ} (hx : x ≠ 0) : 0 < x ^ 2 := by positivity
```

## The error and its limit

If $g\ne0$, then $e=0$ would contradict $e^2-We=g^2$, so $e<0$.

```lean
/-- For `W > 0` and `g ≠ 0` the one-cell energy is negative. -/
theorem ciEnergy_one_neg {W g : ℝ} (hW : 0 < W) (hg : g ≠ 0) : ciEnergy 1 W g < 0 := by
  obtain ⟨hq, hn⟩ := ciEnergy_root hW 1 g
  have hg2 : 0 < g ^ 2 := by positivity
  refine lt_of_le_of_ne hn fun h => ?_
  rw [h, Nat.cast_one] at hq
  linarith
```

Let $f(x)=x^2-Wx$, which decreases for $x\le0$. For $g\ne0$ and $N\ge2$,
$$f(Ne)=Ng^2+N(N-1)e^2>Ng^2=f(E_N),$$
so $Ne<E_N$.

Take $W=3$ and $g=2$ in arbitrary units, a coupling chosen for round numbers and far stronger than is typical for molecules in cavities. One cell has $e=(3-5)/2=-1$. Ten cells have $E_{10}=(3-13)/2=-5$, or $-0.5$ per molecule, against the full $-10$, or $-1$ per molecule.

```lean
/-- For `W > 0`, `g ≠ 0` and at least two cells, the truncated CI energy lies strictly above
`N` times the one-cell energy. -/
theorem truncation_error_pos {W g : ℝ} (hW : 0 < W) (hg : g ≠ 0) {N : ℕ} (hN : 2 ≤ N) :
    N * ciEnergy 1 W g < ciEnergy N W g := by
  obtain ⟨hq, -⟩ := ciEnergy_root hW 1 g
  obtain ⟨hQ, -⟩ := ciEnergy_root hW N g
  have he := ciEnergy_one_neg hW hg
  rw [Nat.cast_one, one_mul] at hq
  set e := ciEnergy 1 W g
  set E := ciEnergy N W g
  have hN' : (2 : ℝ) ≤ N := by exact_mod_cast hN
  have hx : (N : ℝ) * e < 0 := mul_neg_of_pos_of_neg (by linarith) he
  have hgap : 0 < (N : ℝ) * (N - 1) * e ^ 2 :=
    mul_pos (mul_pos (by linarith) (by linarith)) (sq_pos_of_neg he)
  have hval : (N * e) ^ 2 - W * (N * e) = N * g ^ 2 + N * (N - 1) * e ^ 2 := by
    linear_combination (N : ℝ) * hq
  by_contra h
  have hle : E ≤ N * e := not_lt.mp h
  -- `x² - W x` decreases on the negative axis
  have := mul_nonneg (sub_nonneg.mpr hle) (show 0 ≤ W - E - N * e by linarith)
  linarith [show (N * e - E) * (W - E - N * e) =
    (E ^ 2 - W * E) - ((N * e) ^ 2 - W * (N * e)) by ring]
```

Finally $E_N^2=Ng^2+WE_N\le Ng^2$, so for $N\ge1$
$$-\frac{|g|}{\sqrt N}\le\frac{E_N}{N}\le0,$$
and the quotient tends to zero, while the full value is $Ne/N=e<0$. The theorem takes any sequences `eCI` and `eFull` of ground energies; uniqueness of a least element identifies them with the closed forms, and a squeeze gives the limit.

```lean
/-- For `W > 0` and `g ≠ 0`, the truncated CI ground energy per molecule tends to zero as `N`
grows, while the full ground energy per molecule is the same negative number for all `N ≥ 1`. -/
theorem ci_loses_correlation_per_molecule {W g : ℝ} (hW : 0 < W) (hg : g ≠ 0)
    {eCI eFull : ℕ → ℝ} (hCI : ∀ N, IsGroundEnergy (ciMatrix N W g).mulVec (eCI N))
    (hFull : ∀ N, IsGroundEnergy (fullH N W g) (eFull N)) :
    Tendsto (fun N : ℕ => eCI N / N) atTop (𝓝 0) ∧
      (∀ N : ℕ, 1 ≤ N → eFull N / N = ciEnergy 1 W g) ∧ ciEnergy 1 W g < 0 := by
  refine ⟨?_, fun N hN => ?_, ciEnergy_one_neg hW hg⟩
  · have hlim : Tendsto (fun N : ℕ => -(|g| * (√(N : ℝ))⁻¹)) atTop (𝓝 0) := by
      have h := (tendsto_inv_atTop_zero.comp
        (Real.tendsto_sqrt_atTop.comp (tendsto_natCast_atTop_atTop (R := ℝ)))).const_mul |g|
      simpa using h.neg
    refine tendsto_of_tendsto_of_tendsto_of_le_of_le hlim tendsto_const_nhds
      (fun N => ?_) (fun N => ?_)
    · obtain ⟨hq, hn⟩ := ciEnergy_root hW N g
      rw [← (hCI N).unique (ciMatrix_ground hW N g)] at hq hn
      -- the magnitude of the energy grows at most like the square root of `N`
      have hsq : eCI N ^ 2 ≤ (|g| * √(N : ℝ)) ^ 2 := by
        rw [mul_pow, sq_abs, Real.sq_sqrt (Nat.cast_nonneg N)]
        nlinarith [mul_nonneg hW.le (neg_nonneg.mpr hn)]
      have hlow := (abs_le.mp (abs_le_of_sq_le_sq hsq (by positivity))).1
      have hdiv := div_le_div_of_nonneg_right hlow (Nat.cast_nonneg (α := ℝ) N)
      rwa [neg_div, mul_div_assoc, Real.sqrt_div_self] at hdiv
    · have hn := (ciEnergy_root hW N g).2
      rw [← (hCI N).unique (ciMatrix_ground hW N g)] at hn
      exact div_nonpos_of_nonpos_of_nonneg hn (Nat.cast_nonneg N)
  · have hN' : (N : ℝ) ≠ 0 := by exact_mod_cast (show N ≠ 0 by omega)
    rw [(hFull N).unique (fullH_ground hW N g)]
    exact mul_div_cancel_left₀ _ hN'

end

end TruncatedQEDCI
```

```lean
#print axioms TruncatedQEDCI.ciMatrix_eq_block
#print axioms TruncatedQEDCI.truncation_error_pos
#print axioms TruncatedQEDCI.ci_loses_correlation_per_molecule
```

```
'TruncatedQEDCI.ciMatrix_eq_block' depends on axioms: [propext, Classical.choice, Quot.sound]
'TruncatedQEDCI.truncation_error_pos' depends on axioms: [propext, Classical.choice, Quot.sound]
'TruncatedQEDCI.ci_loses_correlation_per_molecule' depends on axioms: [propext, Classical.choice, Quot.sound]
```

For these non-interacting cells, this is the size-consistency failure familiar from truncated CI in electronic structure; an exponential coupled-cluster ansatz in the pair excitations can represent the product state. Carrying the conclusion over to molecules that share one cavity mode is a further step, since the shared photon makes the cells dependent.
